# Time symmetry and bounds of correlation functions with a conserved weight, with a lattice ring polymer as example

Let three equally weighted states follow the cycle 0 → 1 → 2 → 0, and let $A_i$ be the value of an observable in state $i$. Correlating $A$ with itself one step later gives $A_0A_1+A_1A_2+A_2A_0$. One step earlier gives $A_0A_2+A_1A_0+A_2A_1$, the same three products. Only the starting point of each pair has changed.

Ring-polymer molecular dynamics approximates Kubo-transformed quantum correlation functions by classical averages over moving beads. The problems below concern the time symmetry and size of such averages, for finitely many states and an exactly conserved weight.

The dynamics is a permutation $f$ of a set $X$ (`Equiv.Perm X`), and $w$ is a real weight with $w(fx)=w(x)$, which expresses a stationary ensemble. Time $n$ is an integer number of steps.

```lean
import Mathlib

open Finset

namespace RingPolymerCorrelation

noncomputable section
```

## (a) Conservation over many steps

Show that $w(f^n x)=w(x)$ for every integer $n$.

The case $n=0$ is clear. Upwards, $w(f^{k+1}x)=w(f^k(fx))=w(fx)=w(x)$. Downwards, $w(f^{-1}x)=w(f(f^{-1}x))=w(x)$, so $w(f^{-k-1}x)=w(f^{-k}(f^{-1}x))=w(x)$. `Int.induction_on` runs both inductions, for all $x$ at once.

```lean
/-- A weight conserved by one step of the dynamics is conserved by any integer number of steps. -/
theorem weight_zpow {X : Type*} {w : X → ℝ} {f : Equiv.Perm X}
    (hf : ∀ x, w (f x) = w x) (n : ℤ) (x : X) : w ((f ^ n) x) = w x := by
  induction n using Int.induction_on generalizing x with
  | zero => simp
  | succ k ih => rw [zpow_add_one, Equiv.Perm.mul_apply, ih, hf]
  | pred k ih =>
    rw [zpow_sub_one, Equiv.Perm.mul_apply, ih]
    have hx : f (f⁻¹ x) = x := Equiv.apply_symm_apply f x
    have h := hf (f⁻¹ x)
    rw [hx] at h
    exact h.symm
```

From here on $X$ is finite. For real observables $A,B$, `corr w f A B n` is $C_{AB}(n)=\sum_x w(x)A(x)B(f^nx)$. It is unnormalised: the ensemble average is $C_{AB}(n)/Z$ when $Z=\sum_x w(x)>0$.

```lean
variable {X : Type*} [Fintype X] {w : X → ℝ} {f R : Equiv.Perm X}

/-- The time correlation function `C_AB(n) = ∑ w(x) A(x) B(fⁿ x)` of two observables. -/
def corr (w : X → ℝ) (f : Equiv.Perm X) (A B : X → ℝ) (n : ℤ) : ℝ :=
  ∑ x, w x * A x * B ((f ^ n) x)
```

## (b) A constant mean square

Show that $\sum_x w(x)B(f^nx)^2=C_{BB}(0)$.

Put $y=f^nx$. By (a), $w(x)=w(y)$, so the sum is $\sum_y w(y)B(y)^2$. `Equiv.sum_comp` makes this substitution.

```lean
/-- For a conserved weight, the weighted sum of squares of an observable is the same at all times.
-/
theorem corr_shift (hf : ∀ x, w (f x) = w x) (B : X → ℝ) (n : ℤ) :
    ∑ x, w x * B ((f ^ n) x) * B ((f ^ n) x) = corr w f B B 0 := by
  have h := Equiv.sum_comp (f ^ n) (fun x => w x * B x * B x)
  simp only [weight_zpow hf n] at h
  rw [h]
  simp [corr]
```

## (c) Exchange of the observables

Show that $C_{AB}(-n)=C_{BA}(n)$.

Substitute $x=f^ny$ and use (a):
$$\sum_y w(f^ny)A(f^ny)B(y)=\sum_y w(y)B(y)A(f^ny).$$
In Lean, `h` cancels $f^{-n}f^n$.

```lean
/-- Stationarity: for a conserved weight, reversing the time argument exchanges the two
observables. -/
theorem corr_neg (hf : ∀ x, w (f x) = w x) (A B : X → ℝ) (n : ℤ) :
    corr w f A B (-n) = corr w f B A n := by
  unfold corr
  -- start the trajectory n steps later
  refine (Equiv.sum_comp (f ^ n) (fun x => w x * A x * B ((f ^ (-n)) x))).symm.trans ?_
  refine Finset.sum_congr rfl fun x _ => ?_
  have h : (f ^ (-n)) ((f ^ n) x) = x := by
    rw [← Equiv.Perm.mul_apply, ← zpow_add]
    simp
  simp only [h, weight_zpow hf n]
  ring
```

## (d) Time reversal

Let $R^2=1$, $RfR=f^{-1}$, $w(Rx)=w(x)$, $A(Rx)=\varepsilon_AA(x)$ and $B(Rx)=\varepsilon_BB(x)$. Show that $C_{AB}(-n)=\varepsilon_A\varepsilon_BC_{AB}(n)$.

Since $R=R^{-1}$, $Rf^nR=(RfR)^n=f^{-n}$, hence $f^{-n}R=Rf^n$ (`hn`, `hx`). With $x=Ry$,
$$C_{AB}(-n)=\sum_y w(Ry)A(Ry)B(Rf^ny)=\varepsilon_A\varepsilon_B\sum_y w(y)A(y)B(f^ny).$$

```lean
/-- Time reversal: if an involution `R` preserves the weight and turns the dynamics into its
inverse, observables of parities `εA` and `εB` under `R` satisfy `C_AB(-n) = εA εB C_AB(n)`. -/
theorem corr_time_reversal (hR : R * R = 1) (hrev : R * f * R = f⁻¹)
    (hwR : ∀ x, w (R x) = w x) {A B : X → ℝ} {εA εB : ℝ}
    (hA : ∀ x, A (R x) = εA * A x) (hB : ∀ x, B (R x) = εB * B x) (n : ℤ) :
    corr w f A B (-n) = εA * εB * corr w f A B n := by
  -- reversal of n steps
  have hi : R⁻¹ = R := inv_eq_of_mul_eq_one_left hR
  have hn : R * f ^ n * R = f ^ (-n) := by
    calc R * f ^ n * R = R * f ^ n * R⁻¹ := by rw [hi]
      _ = (R * f * R⁻¹) ^ n := conj_zpow.symm
      _ = f ^ (-n) := by rw [hi, hrev, inv_zpow, zpow_neg]
  have hx : ∀ x, (f ^ (-n)) (R x) = R ((f ^ n) x) := by
    intro x
    have h : R (R x) = x := DFunLike.congr_fun hR x
    rw [← hn]
    simp only [Equiv.Perm.mul_apply, h]
  -- sum over reversed initial states
  unfold corr
  rw [Finset.mul_sum]
  refine (Equiv.sum_comp R (fun x => w x * A x * B ((f ^ (-n)) x))).symm.trans ?_
  refine Finset.sum_congr rfl fun x _ => ?_
  simp only [hx, hwR, hA, hB]
  ring
```

## (e) A bound on cross-correlations

For $w\ge0$ conserved by $f$, show that $C_{AB}(n)^2\le C_{AA}(0)\,C_{BB}(0)$.

Apply Cauchy–Schwarz to $u_x=\sqrt{w(x)}A(x)$ and $v_x=\sqrt{w(x)}B(f^nx)$. Then $\sum uv=C_{AB}(n)$, $\sum u^2=C_{AA}(0)$ and, by (b), $\sum v^2=C_{BB}(0)$. These are `h1`, `h2` and `h3`.

```lean
/-- Cauchy-Schwarz bound: for a nonnegative conserved weight,
`C_AB(n)² ≤ C_AA(0) C_BB(0)`. -/
theorem corr_sq_le (hw : ∀ x, 0 ≤ w x) (hf : ∀ x, w (f x) = w x) (A B : X → ℝ) (n : ℤ) :
    corr w f A B n ^ 2 ≤ corr w f A A 0 * corr w f B B 0 := by
  have h := Finset.sum_mul_sq_le_sq_mul_sq Finset.univ
    (fun x => √(w x) * A x) (fun x => √(w x) * B ((f ^ n) x))
  have h1 : ∑ x, (√(w x) * A x) * (√(w x) * B ((f ^ n) x)) = corr w f A B n :=
    Finset.sum_congr rfl fun x _ => by
      linear_combination A x * B ((f ^ n) x) * Real.mul_self_sqrt (hw x)
  have h2 : ∑ x, (√(w x) * A x) ^ 2 = corr w f A A 0 :=
    Finset.sum_congr rfl fun x _ => by
      rw [zpow_zero, Equiv.Perm.one_apply]
      linear_combination A x ^ 2 * Real.mul_self_sqrt (hw x)
  have h3 : ∑ x, (√(w x) * B ((f ^ n) x)) ^ 2 = corr w f B B 0 := by
    rw [← corr_shift hf B n]
    exact Finset.sum_congr rfl fun x _ => by
      linear_combination B ((f ^ n) x) ^ 2 * Real.mul_self_sqrt (hw x)
  rw [← h1, ← h2, ← h3]
  exact h
```

## (f) Autocorrelations

Under the same conditions, show that $C_{AA}(-n)=C_{AA}(n)$ and $|C_{AA}(n)|\le C_{AA}(0)$.

Set $B=A$ in (c) for the equality; no $R$ is needed. Part (e) gives $C_{AA}(n)^2\le C_{AA}(0)^2$, and $C_{AA}(0)=\sum_x w(x)A(x)^2\ge0$, so roots may be taken.

```lean
/-- For a nonnegative conserved weight, every autocorrelation function is even in time and
bounded in absolute value by its value at time zero. -/
theorem autocorr_even_and_bounded (hw : ∀ x, 0 ≤ w x) (hf : ∀ x, w (f x) = w x)
    (A : X → ℝ) (n : ℤ) :
    corr w f A A (-n) = corr w f A A n ∧ |corr w f A A n| ≤ corr w f A A 0 := by
  refine ⟨corr_neg hf A A n, abs_le_of_sq_le_sq ?_ ?_⟩
  · rw [sq (corr w f A A 0)]
    exact corr_sq_le hw hf A A n
  · rw [← corr_shift hf A 0]
    exact Finset.sum_nonneg fun x _ => by
      rw [mul_assoc]
      exact mul_nonneg (hw x) (mul_self_nonneg _)
```

## (g) Full recovery of the correlation

Still with $w\ge0$ conserved, show that $C_{AA}(n)=C_{AA}(0)$ exactly when $A(f^nx)=A(x)$ wherever $w(x)\ne0$.

Expand the square and use (b), as in `key`:
$$\sum_x w(x)\,(A(f^nx)-A(x))^2=2\,(C_{AA}(0)-C_{AA}(n)).$$
All terms are nonnegative, so the sum vanishes exactly when each term does.

```lean
/-- For a nonnegative conserved weight, the autocorrelation regains its initial value at time `n`
exactly when the observable does so from every initial state of nonzero weight. -/
theorem autocorr_eq_iff (hw : ∀ x, 0 ≤ w x) (hf : ∀ x, w (f x) = w x) (A : X → ℝ) (n : ℤ) :
    corr w f A A n = corr w f A A 0 ↔ ∀ x, w x ≠ 0 → A ((f ^ n) x) = A x := by
  -- the mean square change of A measures the loss of correlation
  have key : ∑ x, w x * (A ((f ^ n) x) - A x) ^ 2
      = 2 * (corr w f A A 0 - corr w f A A n) := by
    have e : ∑ x, w x * (A ((f ^ n) x) - A x) ^ 2
        = ∑ x, w x * A ((f ^ n) x) * A ((f ^ n) x) + ∑ x, w x * A x * A x
          - 2 * ∑ x, w x * A x * A ((f ^ n) x) := by
      rw [Finset.mul_sum, ← Finset.sum_add_distrib, ← Finset.sum_sub_distrib]
      exact Finset.sum_congr rfl fun x _ => by ring
    have h0 : corr w f A A 0 = ∑ x, w x * A x * A x := by simp [corr]
    have hn : corr w f A A n = ∑ x, w x * A x * A ((f ^ n) x) := rfl
    linear_combination e + corr_shift hf A n - h0 + 2 * hn
  constructor
  · intro e x hx
    have hs : ∑ x, w x * (A ((f ^ n) x) - A x) ^ 2 = 0 := by
      rw [key, e, sub_self, mul_zero]
    have h := (Finset.sum_eq_zero_iff_of_nonneg
      (fun x _ => mul_nonneg (hw x) (sq_nonneg _))).1 hs x (Finset.mem_univ x)
    rcases mul_eq_zero.1 h with h | h
    · exact absurd h hx
    · exact sub_eq_zero.1 ((pow_eq_zero_iff two_ne_zero).1 h)
  · intro e
    have hs : ∑ x, w x * (A ((f ^ n) x) - A x) ^ 2 = 0 :=
      Finset.sum_eq_zero fun x _ => by
        by_cases hx : w x = 0
        · simp [hx]
        · simp [e x hx]
    linarith
```

## (h) Reversibility of drift-kick-drift

A calculation with mass $M$ and time step $\Delta t$ updates $q\leftarrow q+p\,\Delta t/2M$, then $p\leftarrow p+F(q)\Delta t$, then $q$ again as before. Below, `drift` and `kick` absorb these factors into $p$ and $F$.

```lean
/-- Reversal of all momenta at fixed positions. -/
def momentumFlip {V : Type*} [AddCommGroup V] : Equiv.Perm (V × V) where
  toFun x := (x.1, -x.2)
  invFun x := (x.1, -x.2)
  left_inv x := by simp
  right_inv x := by simp

/-- Free flight: the positions advance by the momenta. -/
def drift {V : Type*} [AddCommGroup V] : Equiv.Perm (V × V) where
  toFun x := (x.1 + x.2, x.2)
  invFun x := (x.1 - x.2, x.2)
  left_inv x := by simp
  right_inv x := by simp

/-- Impulse: the momenta change by the force `F` at the current positions. -/
def kick {V : Type*} [AddCommGroup V] (F : V → V) : Equiv.Perm (V × V) where
  toFun x := (x.1, x.2 + F x.1)
  invFun x := (x.1, x.2 - F x.1)
  left_inv x := by simp
  right_inv x := by simp

/-- One drift-kick-drift step of the dynamics with force `F`. -/
def step {V : Type*} [AddCommGroup V] (F : V → V) : Equiv.Perm (V × V) :=
  drift * kick F * drift
```

With $N$ the momentum flip and $S$ the step, show that $NSN=S^{-1}$ for any $F$.

Write $F$ for $F(q-p)$. Then $NSN$ takes
$$(q,p)\to(q,-p)\to(q-p,-p)\to(q-p,-p+F)\to(q-2p+F,-p+F)\to(q-2p+F,p-F).$$
Undoing drift, kick and drift gives
$$(q,p)\to(q-p,p)\to(q-p,p-F)\to(q-2p+F,p-F).$$
`change` displays both results and `abel` compares them.

```lean
/-- Flipping the momenta before and after a drift-kick-drift step gives the inverse step. -/
theorem step_reversible {V : Type*} [AddCommGroup V] (F : V → V) :
    momentumFlip * step F * momentumFlip = (step F)⁻¹ := by
  refine Equiv.ext ?_
  rintro ⟨q, p⟩
  change (q + -p + (-p + F (q + -p)), -(-p + F (q + -p)))
    = (q - p - (p - F (q - p)), p - F (q - p))
  rw [← sub_eq_add_neg q p, Prod.mk.injEq]
  constructor <;> abel
```

## (i) A moving ring polymer

Let $P,m\ge1$. Beads $k\in$ `ZMod P` have positions and momenta in `ZMod m`, so both wrap around, and the spring constant $\kappa$ is an integer modulo $m$. (The Lean definition of the force also admits zero. As `ZMod 0` is the set of integers, $P=0$ gives an endless chain, and for $m=0$ positions and momenta do not wrap around.) For $P=1$ the spring force vanishes; for $P=2$ both neighbours are the same bead.

```lean
/-- For nonzero `P` and `m`, the force on the beads of a cyclic polymer on a periodic lattice:
springs of constant `κ` to both neighbours and an external force `g`. -/
def ringForce {P m : ℕ} (κ : ZMod m) (g : ZMod m → ZMod m) (q : ZMod P → ZMod m) :
    ZMod P → ZMod m :=
  fun k => κ * (q (k + 1) + q (k - 1) - 2 * q k) + g (q k)

/-- The average of a position observable `a` over the `P` beads, for nonzero `P`. -/
def beadAverage {P m : ℕ} [NeZero P] (a : ZMod m → ℝ)
    (x : (ZMod P → ZMod m) × (ZMod P → ZMod m)) : ℝ :=
  (∑ k, a (x.1 k)) / P
```

Without external force, show that $N^2=1$, $NSN=S^{-1}$ and $S(0,1)=(2,1)$, with all beads alike and sites read modulo $m$.

Flipping twice restores $p$, and (h) gives the second claim. The beads drift together to site 1, where the spring force is $\kappa(1+1-2)=0$, and drift on to site 2.

```lean
/-- The lattice ring polymer without external force is reversible under the momentum flip, an
involution, and a step carries beads at site 0 with unit momenta to site 2. -/
theorem step_witness {P m : ℕ} (κ : ZMod m) :
    let f := step (ringForce (P := P) κ (fun _ => 0))
    momentumFlip * momentumFlip = (1 : Equiv.Perm ((ZMod P → ZMod m) × (ZMod P → ZMod m))) ∧
      momentumFlip * f * momentumFlip = f⁻¹ ∧ f (0, 1) = (2, 1) := by
  refine ⟨Equiv.ext fun x => momentumFlip.left_inv x, step_reversible _, ?_⟩
  have hF : ringForce (P := P) κ (fun _ => 0) (0 + 1) = 0 := by
    funext k
    simp only [ringForce, Pi.add_apply, Pi.zero_apply, Pi.one_apply]
    ring
  change ((0 : ZMod P → ZMod m) + 1 + (1 + ringForce κ (fun _ => 0) (0 + 1)),
    (1 : ZMod P → ZMod m) + ringForce κ (fun _ => 0) (0 + 1)) = (2, 1)
  rw [hF, Prod.mk.injEq]
  constructor <;> ring
```

## (j) Correlations of bead averages

Let $w$ be conserved by $S$ and $N$, now with any external force $g$, and let $P,m\ge1$. For bead averages of position functions $a,b$, show that $C_{ab}(-n)=C_{ab}(n)=C_{ba}(n)$.

Bead averages ignore momenta, so their parities are $+1$ (`hpar`), and (d) gives the first equality. By (c), $C_{ab}(-n)=C_{ba}(n)$, which gives the second.

A constant weight meets both conditions. Real simulations are not covered by this result: there phase space is continuous, and a finite time step generally conserves the Boltzmann weight only approximately.

```lean
/-- For a lattice ring polymer with a weight conserved by the step and by the momentum flip,
correlation functions of bead averages are even in time and symmetric in the two observables. -/
theorem ringPolymer_corr_even_symm {P m : ℕ} [NeZero P] [NeZero m]
    (κ : ZMod m) (g : ZMod m → ZMod m)
    {w : (ZMod P → ZMod m) × (ZMod P → ZMod m) → ℝ}
    (hf : ∀ x, w (step (ringForce κ g) x) = w x) (hwR : ∀ x, w (momentumFlip x) = w x)
    (a b : ZMod m → ℝ) (n : ℤ) :
    let C := fun a b => corr w (step (ringForce κ g)) (beadAverage a) (beadAverage b)
    C a b (-n) = C a b n ∧ C a b n = C b a n := by
  intro C
  -- bead averages depend on positions only, so they have parity +1
  have hpar (c : ZMod m → ℝ) (x : (ZMod P → ZMod m) × (ZMod P → ZMod m)) :
      beadAverage c (momentumFlip x) = 1 * beadAverage c x :=
    (show beadAverage c (momentumFlip x) = beadAverage c x from rfl).trans (one_mul _).symm
  have heven : C a b (-n) = C a b n := by
    have h := corr_time_reversal (Equiv.ext fun x => momentumFlip.left_inv x)
      (step_reversible (ringForce κ g)) hwR (hpar a) (hpar b) n
    rw [one_mul, one_mul] at h
    exact h
  exact ⟨heven, heven.symm.trans (corr_neg hf _ _ n)⟩

end

end RingPolymerCorrelation
```

```lean
#print axioms RingPolymerCorrelation.autocorr_even_and_bounded
-- 'RingPolymerCorrelation.autocorr_even_and_bounded' depends on axioms: [propext, Classical.choice, Quot.sound]
#print axioms RingPolymerCorrelation.autocorr_eq_iff
-- 'RingPolymerCorrelation.autocorr_eq_iff' depends on axioms: [propext, Classical.choice, Quot.sound]
#print axioms RingPolymerCorrelation.ringPolymer_corr_even_symm
-- 'RingPolymerCorrelation.ringPolymer_corr_even_symm' depends on axioms: [propext, Classical.choice, Quot.sound]
```
